# The oscillator algebra modulo a prime: $a^p$ and $b^p$ commute with $a$ and $b$, and $b^pa^p = N^p - N$

## Question

To normal-order an oscillator expression I move the annihilator $a$ to the right past powers of the creator $b$ with the rule $ab^n = b^na + n\,b^{n-1}$, and I rewrite $b^na^n$ as $N(N-1)\cdots(N-n+1)$ with the number operator $N = ba$. When I test such manipulations with the integer coefficients reduced modulo a prime $p$, the contraction term drops out at $n = p$. It looks as if $a^p$ and $b^p$ then commute with both $a$ and $b$, and $b^pa^p$ collapses to $N^p - N$, while for the ordinary oscillator no positive power of $b$ commutes with $a$. Does this follow from $ab - ba = 1$ alone, and is $p$ the first positive exponent at which these powers commute with both $a$ and $b$? I would like the claim stated and proved in Lean 4 with Mathlib.

## Answer

Both points hold: the relation suffices once $p = 0$ in the algebra, and $p$ is the first positive exponent at which the powers commute with both $a$ and $b$, provided the algebra is not the zero ring. The product formula alone does not single out $p$, since $b^2a^2 = N(N-1) = N^2 - N$ holds in every characteristic.

### The model and the statements

The operators live in a ring $A$ with unit, not assumed commutative. The predicate `CCR a b` is the canonical commutation relation $[a,b] = 1$, where $[x,y] = xy - yx$. This is the dimensionless form for one mode, with $b$ in the role of $a^\dagger$. The definition `number a b` is $N = ba$. For a commutative ring $R$ and a natural number $n$, `fallingPoly R n` is the polynomial in an indeterminate $X$

$$F_n = \prod_{k=0}^{n-1}(X-k),$$

with $F_0 = 1$. A natural number $n$ read in $A$, as in `(n : A)`, means $n$ times the unit. `Commute a (b ^ p)` means $ab^p = b^pa$. The scalars enter through `Algebra (ZMod p) A`, which makes $A$ an algebra over the integers modulo $p$ and forces $p = 0$ in $A$. Primality is supplied by `Fact p.Prime`.

The main theorem `oscillator_char_p` says that under these hypotheses $a^p$ commutes with $a$ and with $b$, that $b^p$ commutes with $a$ and with $b$, and that

$$b^pa^p = N^p - N, \qquad a^pb^p = N^p - N .$$

Two theorems mark the contrast, and both assume `Nontrivial A`, that is $1 \ne 0$ in $A$. By `not_commute_charZero`, over a field $K$ of characteristic zero and for every $n > 0$, $b^n$ does not commute with $a$ and $a^n$ does not commute with $b$. By `not_commute_below_prime`, the same holds over `ZMod p` for $0 < n < p$. Finally `ccr_witness` shows that $a = d/dX$ and $b = $ multiplication by $X$, as linear maps on polynomials with coefficients modulo $p$, obey the relation. It makes no primality assumption.

The model is purely algebraic. It has no adjoint linking $b$ to $a$, no inner product, no vacuum and no spectrum, and the relation $[a,b]=1$ is assumed, not derived from a Hamiltonian. Commuting with $a$ and $b$ is also weaker than being central in $A$, since $A$ may contain elements not built from $a$ and $b$. The converse, that in the Weyl algebra generated by $a$ and $b$ every central element is a polynomial in $a^p$ and $b^p$, is a different statement and is not treated. For quantum mechanics, the identity $b^na^n = F_n(N)$ holds over $\mathbb{C}$ too, and with $b = a^\dagger$ its expectation value gives the factorial moments of the occupation number of a single bosonic mode, while the characteristic-$p$ statements concern modular arithmetic on one-mode operator expressions and not a physical oscillator.

### Derivation

**Step 1, exchange of roles.** Since $(-b)a - a(-b) = ab - ba = 1$, the pair $(-b, a)$ obeys the same relation, with $-b$ as annihilator and $a$ as creator. Each statement about powers of $b$ therefore gives one about powers of $a$.

**Step 2, the commutator with a power.** The claim is $[a, b^{n+1}] = (n+1)\,b^n$ for all $n \ge 0$. For $n = 0$ it is the relation itself. Assuming it for $n$,

$$[a,b^{n+2}] = [a,b^{n+1}]\,b + b^{n+1}[a,b] = (n+1)\,b^{n+1} + b^{n+1} = (n+2)\,b^{n+1}.$$

A prime is positive, so $p = n+1$ for some $n$, and $[a,b^p] = p\,b^{p-1} = 0$. Step 1 gives $[-b,a^p] = 0$, hence $[b,a^p] = 0$. Every element commutes with its own powers, which completes the four commutation claims.

**Step 3, normal ordering.** From $ab = ba + 1$ follows $Nb = b(ab) = bN + b$, that is $bN = (N-1)b$. If $c \in A$ commutes with $b$, then $b(N - c) = (N - (c+1))\,b$. Taking $c = m$, induction on $m$ gives $b^mN = (N-m)\,b^m$, because

$$b^{m+1}N = b\,(N-m)\,b^m = (N-(m+1))\,b^{m+1}.$$

Then $b^na^n = F_n(N)$ by induction on $n$. Both sides are $1$ at $n = 0$, and

$$b^{n+1}a^{n+1} = b^n N a^n = (N-n)\,b^na^n = (N-n)\,F_n(N) = F_{n+1}(N).$$

**Step 4, the polynomial identity.** Modulo a prime every residue $x$ satisfies $x^p = x$, so $X^p - X$ has $p$ distinct roots in the field `ZMod p`. It is monic of degree $p$ because $p > 1$. A monic polynomial with as many roots as its degree is the product of the linear factors, and $0, 1, \dots, p-1$ run through the residues once each. Hence $F_p = X^p - X$. Substituting $N$ in step 3 gives $b^pa^p = N^p - N$. Since $a$ commutes with $b^p$, so does $a^p$, and $a^pb^p = b^pa^p$.

**Step 5, lower powers.** Let $A \ne 0$ be an algebra over a field $K$ in which $1, \dots, n+1$ are nonzero. These integers are then invertible in $A$. First, $b^m \neq 0$ for $m \le n$. Indeed $b^0 = 1 \ne 0$, and $b^{m+1} = 0$ would give $0 = [a,b^{m+1}] = (m+1)\,b^m$ and so $b^m = 0$. If $b^{n+1}$ commuted with $a$, then $(n+1)\,b^n = 0$ would give $b^n = 0$, a contradiction. In characteristic zero the hypothesis holds for every $n$. Modulo $p$ it holds for $n + 1 < p$. Step 1 transfers both conclusions to powers of $a$.

**Step 6, a realisation.** For a polynomial $f$, the product rule gives $(Xf)' - Xf' = f$.

### The Lean file

```lean
import Mathlib

open Polynomial

namespace OscillatorCharP

noncomputable section

variable {A : Type*} [Ring A]

/-- The canonical commutation relation `ab - ba = 1` between an annihilator `a` and a
creator `b`. -/
def CCR (a b : A) : Prop := a * b - b * a = 1

/-- The number operator `N = ba`. -/
def number (a b : A) : A := b * a

/-- The falling-factorial polynomial `X (X - 1) ⋯ (X - n + 1)` with coefficients in `R`. -/
def fallingPoly (R : Type*) [CommRing R] (n : ℕ) : R[X] :=
  ∏ k ∈ Finset.range n, (X - C (k : R))

/-- If `(a, b)` obeys the canonical commutation relation, so does `(-b, a)`. -/
theorem CCR.swap {a b : A} (h : CCR a b) : CCR (-b) a := by
  have h' : a * b - b * a = 1 := h
  unfold CCR
  rw [← h']
  noncomm_ring

/-- The commutator of the annihilator with a power of the creator is
`[a, b^(n+1)] = (n+1) b^n`. -/
theorem comm_pow {a b : A} (h : CCR a b) (n : ℕ) :
    a * b ^ (n + 1) - b ^ (n + 1) * a = ((n + 1 : ℕ) : A) * b ^ n := by
  have h' : a * b - b * a = 1 := h
  induction n with
  | zero => simpa using h'
  | succ n ih =>
    -- Leibniz rule for the commutator
    calc a * b ^ (n + 1 + 1) - b ^ (n + 1 + 1) * a
        = (a * b ^ (n + 1) - b ^ (n + 1) * a) * b + b ^ (n + 1) * (a * b - b * a) := by
          rw [pow_succ b (n + 1)]
          generalize b ^ (n + 1) = c
          noncomm_ring
      _ = ((n + 1 + 1 : ℕ) : A) * b ^ (n + 1) := by
          rw [ih, h', mul_assoc, ← pow_succ, mul_one, Nat.cast_add_one (n + 1), add_mul,
            one_mul]

/-- The normal-ordered product `b^n a^n` is the falling factorial
`N (N - 1) ⋯ (N - n + 1)` of the number operator, over any commutative ring of scalars. -/
theorem normal_order (R : Type*) [CommRing R] [Algebra R A] {a b : A} (h : CCR a b) (n : ℕ) :
    b ^ n * a ^ n = aeval (number a b) (fallingPoly R n) := by
  have h' : a * b - b * a = 1 := h
  have e : b * (a * b - b * a) = b := by rw [h', mul_one]
  -- moving `b` to the right through `N` lowers `N` by one
  have h1 : ∀ c : A, c * b = b * c → b * (b * a - c) = (b * a - (c + 1)) * b := by
    intro c hc
    linear_combination (norm := noncomm_ring) hc - e
  have step : ∀ m : ℕ, b ^ m * (b * a) = (b * a - (m : A)) * b ^ m := by
    intro m
    induction m with
    | zero => simp
    | succ m ih =>
      rw [pow_succ', mul_assoc, ih, ← mul_assoc, h1 _ (Nat.cast_commute m b).eq, mul_assoc,
        Nat.cast_add_one]
  induction n with
  | zero => simp [fallingPoly]
  | succ n ih =>
    have step' : b ^ n * (b * a) = (number a b - (n : A)) * b ^ n := step n
    have hrec : fallingPoly R (n + 1) = (X - C (n : R)) * fallingPoly R n :=
      Finset.prod_range_succ_comm _ _
    have hsplit : b ^ (n + 1) * a ^ (n + 1) = b ^ n * (b * a) * a ^ n := by
      rw [pow_succ b, pow_succ' a]
      simp only [mul_assoc]
    rw [hsplit, step', mul_assoc, ih, hrec, map_mul, map_sub, aeval_X, aeval_C,
      map_natCast (algebraMap R A)]

/-- Modulo a prime `p` the falling factorial of order `p` is `X^p - X`. -/
theorem fallingPoly_zmod (p : ℕ) [Fact p.Prime] :
    fallingPoly (ZMod p) p = X ^ p - X := by
  have hp : 1 < p := (Fact.out : p.Prime).one_lt
  -- every residue is a root of the monic polynomial `X^p - X` of degree `p`
  have hroots := FiniteField.roots_X_pow_card_sub_X (K := ZMod p)
  rw [ZMod.card] at hroots
  have hmonic : (X ^ p - X : (ZMod p)[X]).Monic := by
    apply monic_X_pow_sub
    rw [degree_X]
    exact_mod_cast hp
  have hdeg : (X ^ p - X : (ZMod p)[X]).natDegree = p :=
    FiniteField.X_pow_card_sub_X_natDegree_eq _ hp
  have hcard : Multiset.card (X ^ p - X : (ZMod p)[X]).roots
      = (X ^ p - X : (ZMod p)[X]).natDegree := by
    rw [hroots, hdeg]
    exact ZMod.card p
  have hprod := prod_multiset_X_sub_C_of_monic_of_roots_card_eq hmonic hcard
  rw [hroots] at hprod
  have huniv : ∏ x : ZMod p, (X - C x) = X ^ p - X := hprod
  rw [← huniv]
  -- the naturals below `p` enumerate the residues
  exact Finset.prod_nbij' (fun k : ℕ => (k : ZMod p)) ZMod.val
    (fun _ _ => Finset.mem_univ _)
    (fun x _ => Finset.mem_range.mpr (ZMod.val_lt x))
    (fun k hk => ZMod.val_cast_of_lt (Finset.mem_range.mp hk))
    (fun x _ => ZMod.natCast_zmod_val x)
    (fun _ _ => rfl)

/-- In an algebra over `ZMod p` with `p` prime, the power `b^p` of the creator commutes
with the annihilator `a`. -/
theorem commute_pow_prime (p : ℕ) [Fact p.Prime] [Algebra (ZMod p) A] {a b : A}
    (h : CCR a b) : Commute a (b ^ p) := by
  have h0 : (p : A) = 0 := by
    rw [← map_natCast (algebraMap (ZMod p) A) p, ZMod.natCast_self, map_zero]
  obtain ⟨n, hn⟩ : ∃ n, p = n + 1 :=
    ⟨p - 1, by have := (Fact.out : p.Prime).pos; omega⟩
  have hc := comm_pow h n
  -- the commutator `p b^(p-1)` vanishes
  rw [← hn, h0, zero_mul] at hc
  exact sub_eq_zero.mp hc

/-- In an algebra over `ZMod p` with `p` prime and `ab - ba = 1`, the powers `a^p` and `b^p`
commute with `a` and `b`, and both `b^p a^p` and `a^p b^p` equal `N^p - N` for `N = ba`. -/
theorem oscillator_char_p (p : ℕ) [Fact p.Prime] [Algebra (ZMod p) A] {a b : A}
    (h : CCR a b) :
    (Commute (a ^ p) a ∧ Commute (a ^ p) b) ∧ (Commute (b ^ p) a ∧ Commute (b ^ p) b) ∧
      b ^ p * a ^ p = number a b ^ p - number a b ∧
      a ^ p * b ^ p = number a b ^ p - number a b := by
  have hb : Commute a (b ^ p) := commute_pow_prime p h
  have ha : Commute b (a ^ p) := by
    have := (commute_pow_prime p h.swap).neg_left
    rwa [neg_neg] at this
  have hN : b ^ p * a ^ p = number a b ^ p - number a b := by
    rw [normal_order (ZMod p) h p, fallingPoly_zmod, map_sub, map_pow, aeval_X]
  refine ⟨⟨(Commute.refl a).pow_left p, ha.symm⟩, ⟨hb.symm, (Commute.refl b).pow_left p⟩,
    hN, ?_⟩
  rw [(hb.pow_left p).eq, hN]

/-- In a nonzero algebra over a field in which `1, …, n+1` are nonzero, if `ab - ba = 1` then `b^(n+1)` does not
commute with `a`. -/
theorem not_commute_pow (K : Type*) [Field K] [Algebra K A] [Nontrivial A] {a b : A}
    (h : CCR a b) (n : ℕ) (hK : ∀ k ≤ n, ((k + 1 : ℕ) : K) ≠ 0) :
    ¬ Commute a (b ^ (n + 1)) := by
  have hu : ∀ k ≤ n, IsUnit ((k + 1 : ℕ) : A) := by
    intro k hk
    rw [← map_natCast (algebraMap K A) (k + 1)]
    exact (IsUnit.mk0 _ (hK k hk)).map _
  -- a vanishing power of `b` would force the next lower power to vanish
  have hne : ∀ m, m ≤ n → b ^ m ≠ 0 := by
    intro m
    induction m with
    | zero => intro _; simp
    | succ m ih =>
      intro hm h0
      have hc := comm_pow h m
      rw [h0, mul_zero, zero_mul, sub_self] at hc
      exact ih (by omega) ((hu m (by omega)).mul_right_eq_zero.mp hc.symm)
  intro hc
  have h1 := comm_pow h n
  rw [hc.eq, sub_self] at h1
  exact hne n le_rfl ((hu n le_rfl).mul_right_eq_zero.mp h1.symm)

/-- In a nonzero algebra over a field of characteristic zero, if `ab - ba = 1` then no positive power of `b`
commutes with `a` and no positive power of `a` commutes with `b`. -/
theorem not_commute_charZero (K : Type*) [Field K] [CharZero K] [Algebra K A] [Nontrivial A]
    {a b : A} (h : CCR a b) {n : ℕ} (hn : 0 < n) :
    ¬ Commute a (b ^ n) ∧ ¬ Commute b (a ^ n) := by
  obtain ⟨m, rfl⟩ : ∃ m, n = m + 1 := ⟨n - 1, by omega⟩
  have hK : ∀ k ≤ m, ((k + 1 : ℕ) : K) ≠ 0 := fun k _ => Nat.cast_ne_zero.mpr (by omega)
  exact ⟨not_commute_pow K h m hK, fun hc => not_commute_pow K h.swap m hK hc.neg_left⟩

/-- In a nonzero algebra over `ZMod p` with `p` prime and `ab - ba = 1`, for `0 < n < p` the power `b^n` does
not commute with `a` and `a^n` does not commute with `b`. -/
theorem not_commute_below_prime (p : ℕ) [Fact p.Prime] [Algebra (ZMod p) A] [Nontrivial A]
    {a b : A} (h : CCR a b) {n : ℕ} (hn : 0 < n) (hnp : n < p) :
    ¬ Commute a (b ^ n) ∧ ¬ Commute b (a ^ n) := by
  obtain ⟨m, rfl⟩ : ∃ m, n = m + 1 := ⟨n - 1, by omega⟩
  have hK : ∀ k ≤ m, ((k + 1 : ℕ) : ZMod p) ≠ 0 := by
    intro k hk h0
    have hd := (CharP.cast_eq_zero_iff (ZMod p) p (k + 1)).mp h0
    have := Nat.le_of_dvd (by omega) hd
    omega
  exact ⟨not_commute_pow (ZMod p) h m hK,
    fun hc => not_commute_pow (ZMod p) h.swap m hK hc.neg_left⟩

/-- On polynomials over `ZMod p`, the derivative `d/dX` and multiplication by `X` obey the
canonical commutation relation. -/
theorem ccr_witness (p : ℕ) :
    CCR (A := Module.End (ZMod p) (ZMod p)[X]) derivative (LinearMap.mulLeft (ZMod p) X) := by
  unfold CCR
  apply LinearMap.ext
  intro f
  simp [derivative_mul]

end

end OscillatorCharP
```
```lean
#print axioms OscillatorCharP.oscillator_char_p
-- 'OscillatorCharP.oscillator_char_p' depends on axioms: [propext, Classical.choice, Quot.sound]
#print axioms OscillatorCharP.not_commute_charZero
-- 'OscillatorCharP.not_commute_charZero' depends on axioms: [propext, Classical.choice, Quot.sound]
#print axioms OscillatorCharP.not_commute_below_prime
-- 'OscillatorCharP.not_commute_below_prime' depends on axioms: [propext, Classical.choice, Quot.sound]
```

### Remarks

**How the proofs follow the steps.** `CCR.swap` is step 1, closed by `noncomm_ring`, which normalises ring expressions without reordering products. `comm_pow` is step 2. Its first `calc` line is the Leibniz rule, proved after `generalize b ^ (n + 1) = c` turns the power into an opaque element, and its second line inserts the induction hypothesis and the relation. In `commute_pow_prime`, `h0` establishes $p = 0$ in $A$ by mapping the equation from `ZMod p` along `algebraMap`, and the rewrite of `hc` kills the right-hand side.

In `normal_order`, `h1` is the shift $b(N-c) = (N-(c+1))\,b$. It is obtained as the combination `hc - e` of $cb = bc$ and $b\,[a,b] = b$. `step` is $b^mN = (N-m)\,b^m$, `hsplit` isolates $N$ in the middle of $b^{n+1}a^{n+1}$, and `hrec` is the recursion $F_{n+1} = (X-n)F_n$. `fallingPoly_zmod` is step 4: `hroots` identifies the roots with all residues, `hcard` matches their number to the degree, `hprod` is the factorisation, and `Finset.prod_nbij'` reindexes the product from naturals below $p$ to residues. `not_commute_pow` is step 5 with exponent $n+1$, where `hu` gives invertibility and `hne` the nonvanishing powers. The two corollaries write their exponent as $m+1$ and verify the hypothesis `hK`.

**The device that carries the proof.** `aeval (number a b)` is the algebra homomorphism from polynomials over $R$ to $A$ that sends $X$ to $N$. With it the identity $F_p = X^p - X$ is proved in a commutative ring, where roots and degrees are available, and only then transported to the noncommutative $A$. In `hN` the rewrites `map_sub`, `map_pow` and `aeval_X` push the homomorphism through $X^p - X$ and leave $N^p - N$. The equality has to be one of polynomials. As functions on the residues both $F_p$ and $X^p - X$ vanish identically, and agreement of values does not give equality after substituting an operator: $X^p - X$ and $0$ agree on all residues, yet $N^p - N$ need not vanish, as the matrix example below shows. This is why the degree count in step 4 is needed.

The examples and extensions below are worked on paper and are not theorems of the file.

**Small instances.** For $p = 3$, $X(X-1)(X-2) = X^3 - 3X^2 + 2X$, which is $X^3 - X$ modulo $3$. In the smallest case $p = 2$, take the matrices

$$a = \begin{pmatrix}1&1\\0&1\end{pmatrix},\qquad b = \begin{pmatrix}1&0\\1&1\end{pmatrix}$$

with entries modulo $2$. Over the integers $ab - ba = \mathrm{diag}(1,-1)$, which is the identity matrix $I$ modulo $2$. Also $a^2 = b^2 = I$, which commutes with everything. Here

$$N = ba = \begin{pmatrix}1&1\\1&0\end{pmatrix},\qquad N^2 = \begin{pmatrix}0&1\\1&1\end{pmatrix},\qquad N^2 - N = I = b^2a^2 .$$

Over $\mathbb{C}$ no nonempty square matrices obey the relation, since a commutator has trace zero and the identity has trace equal to the dimension. Modulo $2$ that dimension vanishes. For $p = 2$ the range $0 < n < p$ contains only $n = 1$, and the statement there is that $a$ and $b$ do not commute.

In the polynomial realisation with $p$ prime, both sides of the identity are zero. The $p$-th derivative sends $X^m$ to $0$ for $m < p$ and otherwise to $m(m-1)\cdots(m-p+1)\,X^{m-p}$, whose coefficient is a product of $p$ consecutive integers and so divisible by $p$, and $N X^m = mX^m$ with $m^p = m$. The power $b^p$, multiplication by $X^p$, is nonzero and commutes with $d/dX$ because $(X^p)' = 0$.

**Without primality or without $A \neq 0$.** Take modulus $4$ and the polynomial realisation. On $X^2$ the fourth derivative vanishes, so $b^4a^4X^2 = 0$, whereas $(N^4 - N)X^2 = (16-2)X^2 = 2X^2 \ne 0$. The product formula fails, although $b^4$ still commutes with $a$: step 2 uses only that the modulus is positive and vanishes in $A$. In the zero ring the relation reads $0 = 0$ and all elements commute, so the two negative theorems need `Nontrivial A`, while the main theorem holds there trivially.

**Antinormal order.** Step 3 applied to the pair $(-b,a)$, whose number operator is $a(-b) = -(N+1)$, gives $a^n(-b)^n = F_n(-(N+1))$. Cancelling the signs,

$$a^nb^n = (N+1)(N+2)\cdots(N+n).$$

At $n = p$ the shifts $1, \dots, p$ again run through all residues, in agreement with $a^pb^p = N^p - N$. As a product of $b^p$ and $a^p$, the element $N^p - N$ also commutes with $a$ and $b$.

**In a normal-ordering routine.** Suppose a program stores an expression as coefficients of words in $a$ and $b$ and applies $ab^n = b^na + n\,b^{n-1}$ until every $a$ stands to the right. With coefficients reduced modulo $p$, the term $n\,b^{n-1}$ is dropped whenever $p$ divides $n$. A modular test then reports $[a,b^p] = 0$, which is correct in the modular algebra and false over $\mathbb{C}$. For exponents $0 < n < p$ the commutator $[a,b^n]$ survives the reduction, so a prime exceeding every exponent that occurs in the intermediate words keeps the contraction term of every word whose coefficient is nonzero modulo $p$. It does not prevent collected coefficients from summing to a multiple of $p$, as in $[a,b^2] + b = 3b$ for $p = 3$.
